# The second and third moments of a static powder pattern fix the principal components of a symmetric traceless shift tensor

To get principal shift components from the unbroadened static NMR pattern of one site in a randomly oriented powder without fitting its edges, I subtract the mean shift, compute the second and third moments, solve a cubic whose two free coefficients are fixed multiples of those moments, and add the mean back to its roots. The second moment only tells me how wide the pattern is. Can one more number really settle both the sign of the anisotropy and the asymmetry, or could a different tensor share both moments and send me to the wrong components?

## Two moments, two free coefficients

No other set of components can share both moments. A traceless tensor has a characteristic cubic with two free coefficients, and each moment fixes one of them.

Let \(T\) be the real symmetric traceless tensor, with indices 0, 1, 2, and let the field direction be \(n=(s\cos\varphi,\,s\sin\varphi,\,u)\), where \(s=\sin\theta\) and \(u=\cos\theta\). The shift is

\[
\langle n,Tn\rangle=s^2q+2su\,l+u^2T_{22},
\]
\[
q=T_{00}\cos^2\varphi+2T_{01}\sin\varphi\cos\varphi+T_{11}\sin^2\varphi,\qquad l=T_{02}\cos\varphi+T_{12}\sin\varphi .
\]

Write \(\overline{f}\) for the average over \(\varphi\). Odd powers of \(l\) change sign under \(\varphi\to\varphi+\pi\), while \(q\) does not, so terms odd in \(l\) average to zero. The square therefore averages to

\[
s^4\,\overline{q^2}+s^2u^2\,(2T_{22}\overline{q}+4\overline{l^2})+u^4T_{22}^2 .
\]

Here \(\overline q=\tfrac12(T_{00}+T_{11})\), \(\overline{l^2}=\tfrac12(T_{02}^2+T_{12}^2)\) and \(\overline{q^2}=\tfrac38(T_{00}^2+T_{11}^2)+\tfrac14T_{00}T_{11}+\tfrac12T_{01}^2\). With polar weight \(\tfrac12\sin\theta\,d\theta\), the averages of \(s^4,\ s^2u^2,\ u^4\) are \(\tfrac8{15},\tfrac2{15},\tfrac15\). Collecting terms gives

\[
M_2=\tfrac1{15}\left[(\operatorname{tr}T)^2+2\operatorname{tr}T^2\right]=\tfrac2{15}\operatorname{tr}T^2 .
\]

The cube averages over \(\varphi\) to

\[
s^6\,\overline{q^3}+s^4u^2(3T_{22}\overline{q^2}+12\overline{q\,l^2})+s^2u^4(3T_{22}^2\overline q+12T_{22}\overline{l^2})+u^6T_{22}^3,
\]

with

\[
\overline{q^3}=\tfrac5{16}(T_{00}^3+T_{11}^3)+\left(\tfrac3{16}T_{00}T_{11}+\tfrac34T_{01}^2\right)(T_{00}+T_{11}),
\]
\[
\overline{q\,l^2}=\tfrac18\left[T_{00}(3T_{02}^2+T_{12}^2)+T_{11}(T_{02}^2+3T_{12}^2)+4T_{01}T_{02}T_{12}\right].
\]

The polar averages of \(s^6,\ s^4u^2,\ s^2u^4,\ u^6\) are \(\tfrac{16}{35},\tfrac8{105},\tfrac2{35},\tfrac17\). Hence

\[
M_3=\tfrac1{105}\left[(\operatorname{tr}T)^3+6\operatorname{tr}T\,\operatorname{tr}T^2+8\operatorname{tr}T^3\right]=\tfrac8{105}\operatorname{tr}T^3 .
\]

For zero trace, Cayley–Hamilton reads \(T^3=\tfrac12(\operatorname{tr}T^2)\,T+(\det T)\,I\). Its trace is \(\operatorname{tr}T^3=3\det T\), so \(M_3=\tfrac8{35}\det T\). The characteristic polynomial becomes

\[
x^3-\tfrac12(\operatorname{tr}T^2)\,x-\det T=x^3-\tfrac{15}4M_2\,x-\tfrac{35}8M_3 .
\]

Equal moments give the same cubic, hence the same roots with the same multiplicities. Conversely, equal roots give equal coefficients, hence equal moments.

The axial case shows what the third moment adds. For components \((-\delta/2,-\delta/2,\delta)\), \(M_2=\delta^2/5\) and \(M_3=2\delta^3/35\), so the sign of \(\delta\) appears only in \(M_3\).

## What the formal theorems say about the pattern

`direction` is the unit vector above, and `shift` is the quadratic form \(n\cdot Tn\). `powderAverage` is the integral over \(\theta\in[0,\pi]\) and \(\varphi\in[0,2\pi]\) with weight \(\sin\theta/(4\pi)\), and `patternMoment k T` is the average of the \(k\)-th power of the shift. A moment is thus defined as an orientation average, not as an integral over a recorded spectrum.

For a real matrix, `T.IsHermitian` means symmetric. The condition `T.trace = 0` says that shifts are measured from the isotropic value, which is why you subtract the mean first. `second_moment` and `third_moment` are the two formulas, and `principal_cubic` is the cubic.

`moments_eq_iff_eigenvalues_eq` states the equivalence for two tensors. `hT.eigenvalues` lists the eigenvalues with multiplicity, by one ordering rule for both tensors. `second_moment_not_enough` shows that \(\operatorname{diag}(1,1,-2)\) and its negative share \(M_2\) but have different characteristic polynomials.

The model is one site in a static sample, with uniformly distributed orientations that all contribute the same signal intensity, a shift given by this quadratic form, and no line broadening. The moments determine the components, not the directions of the principal axes. Within that model, the formulas give a check on a powder pattern simulated from a computed shift tensor: once the tensor has been symmetrised and its isotropic part removed, both moments about the mean follow from its trace invariants without an orientation grid.

In Lean 4 with Mathlib:

```lean
import Mathlib

open Real Matrix
open Polynomial (X C)

namespace PowderThirdMoment

noncomputable section

/-- The unit vector with polar angle `θ` and azimuth `φ`. -/
def direction (θ φ : ℝ) : Fin 3 → ℝ := ![sin θ * cos φ, sin θ * sin φ, cos θ]

/-- The average of `f` over the unit sphere, written in polar angles. -/
def powderAverage (f : (Fin 3 → ℝ) → ℝ) : ℝ :=
  1 / (4 * π) * ∫ θ in (0 : ℝ)..π, (∫ φ in (0 : ℝ)..2 * π, f (direction θ φ)) * sin θ

/-- The shift `⟨n, T n⟩` of a crystallite whose field direction is `n`. -/
def shift (T : Matrix (Fin 3) (Fin 3) ℝ) (n : Fin 3 → ℝ) : ℝ := n ⬝ᵥ T *ᵥ n

/-- The `k`-th moment of the powder pattern of the shift tensor `T`. -/
def patternMoment (k : ℕ) (T : Matrix (Fin 3) (Fin 3) ℝ) : ℝ :=
  powderAverage fun n => shift T n ^ k

/-- The integral over a full turn of a trigonometric polynomial of degree six. -/
theorem azimuth_integral (p0 p1 p2 p3 p4 p5 p6 r0 r1 r2 r3 r4 r5 : ℝ) :
    ∫ φ in (0 : ℝ)..2 * π, (p0 + p1 * cos φ + p2 * cos φ ^ 2 + p3 * cos φ ^ 3
      + p4 * cos φ ^ 4 + p5 * cos φ ^ 5 + p6 * cos φ ^ 6
      + sin φ * (r0 + r1 * cos φ + r2 * cos φ ^ 2 + r3 * cos φ ^ 3
        + r4 * cos φ ^ 4 + r5 * cos φ ^ 5))
      = 2 * π * (p0 + p2 / 2 + 3 * p4 / 8 + 5 * p6 / 16) := by
  -- an explicit primitive, with the polynomials in `cos` in Horner form
  have h : ∀ φ : ℝ, HasDerivAt (fun t => (p0 + p2 / 2 + 3 * p4 / 8 + 5 * p6 / 16) * t
      + sin t * ((p1 + 2 * p3 / 3 + 8 * p5 / 15) + cos t * ((p2 / 2 + 3 * p4 / 8 + 5 * p6 / 16)
        + cos t * ((p3 / 3 + 4 * p5 / 15) + cos t * ((p4 / 4 + 5 * p6 / 24)
        + cos t * (p5 / 5 + cos t * (p6 / 6))))))
      - (0 + cos t * (r0 + cos t * (r1 / 2 + cos t * (r2 / 3 + cos t * (r3 / 4
        + cos t * (r4 / 5 + cos t * (r5 / 6)))))))) (p0 + p1 * cos φ + p2 * cos φ ^ 2
      + p3 * cos φ ^ 3 + p4 * cos φ ^ 4 + p5 * cos φ ^ 5 + p6 * cos φ ^ 6
      + sin φ * (r0 + r1 * cos φ + r2 * cos φ ^ 2 + r3 * cos φ ^ 3
        + r4 * cos φ ^ 4 + r5 * cos φ ^ 5)) φ := by
    intro φ
    have step : ∀ (a : ℝ) {g : ℝ → ℝ} {g' : ℝ}, HasDerivAt g g' φ →
        HasDerivAt (fun t => a + cos t * g t) (-sin φ * g φ + cos φ * g') φ :=
      fun a _ _ h => ((Real.hasDerivAt_cos φ).fun_mul h).const_add a
    have H := (((hasDerivAt_id' φ).const_mul (p0 + p2 / 2 + 3 * p4 / 8 + 5 * p6 / 16)).fun_add
      ((Real.hasDerivAt_sin φ).fun_mul (step (p1 + 2 * p3 / 3 + 8 * p5 / 15)
        (step (p2 / 2 + 3 * p4 / 8 + 5 * p6 / 16) (step (p3 / 3 + 4 * p5 / 15)
        (step (p4 / 4 + 5 * p6 / 24) (step (p5 / 5) (hasDerivAt_const φ (p6 / 6))))))))).fun_sub
      (step 0 (step r0 (step (r1 / 2) (step (r2 / 3) (step (r3 / 4) (step (r4 / 5)
        (hasDerivAt_const φ (r5 / 6))))))))
    refine H.congr_deriv ?_
    linear_combination (-((p2 / 2 + 3 * p4 / 8 + 5 * p6 / 16)
      + 2 * (p3 / 3 + 4 * p5 / 15) * cos φ + 3 * (p4 / 4 + 5 * p6 / 24) * cos φ ^ 2
      + 4 * (p5 / 5) * cos φ ^ 3 + 5 * (p6 / 6) * cos φ ^ 4)) * Real.sin_sq_add_cos_sq φ
  rw [intervalIntegral.integral_eq_sub_of_hasDerivAt (fun φ _ => h φ)
    (Continuous.intervalIntegrable (by fun_prop) _ _)]
  simp only [Real.sin_two_pi, Real.cos_two_pi, Real.sin_zero, Real.cos_zero]
  ring

/-- The integral over the polar angle, with weight `sin θ`, of an even form of degree six. -/
theorem polar_integral (k0 k1 k2 k3 : ℝ) :
    ∫ θ in (0 : ℝ)..π, (k0 * (sin θ ^ 2) ^ 3 + k1 * (sin θ ^ 2) ^ 2 * cos θ ^ 2
      + k2 * sin θ ^ 2 * cos θ ^ 4 + k3 * cos θ ^ 6) * sin θ
      = 32 / 35 * k0 + 16 / 105 * k1 + 4 / 35 * k2 + 2 / 7 * k3 := by
  have h : ∀ θ : ℝ, HasDerivAt (fun t => -(0 + cos t * (k0 + cos t * (0 + cos t *
      ((-3 * k0 + k1) / 3 + cos t * (0 + cos t * ((3 * k0 - 2 * k1 + k2) / 5
      + cos t * (0 + cos t * ((-k0 + k1 - k2 + k3) / 7)))))))))
      ((k0 * (sin θ ^ 2) ^ 3 + k1 * (sin θ ^ 2) ^ 2 * cos θ ^ 2
      + k2 * sin θ ^ 2 * cos θ ^ 4 + k3 * cos θ ^ 6) * sin θ) θ := by
    intro θ
    have step : ∀ (a : ℝ) {g : ℝ → ℝ} {g' : ℝ}, HasDerivAt g g' θ →
        HasDerivAt (fun t => a + cos t * g t) (-sin θ * g θ + cos θ * g') θ :=
      fun a _ _ h => ((Real.hasDerivAt_cos θ).fun_mul h).const_add a
    have H := (step 0 (step k0 (step 0 (step ((-3 * k0 + k1) / 3) (step 0
      (step ((3 * k0 - 2 * k1 + k2) / 5) (step 0
      (hasDerivAt_const θ ((-k0 + k1 - k2 + k3) / 7))))))))).fun_neg
    refine H.congr_deriv ?_
    simp only [Real.sin_sq]
    ring
  rw [intervalIntegral.integral_eq_sub_of_hasDerivAt (fun θ _ => h θ)
    (Continuous.intervalIntegrable (by fun_prop) _ _)]
  simp only [Real.cos_pi, Real.cos_zero]
  ring

variable {T T' : Matrix (Fin 3) (Fin 3) ℝ}

/-- The shift of a symmetric tensor along a direction, as a trigonometric polynomial in the
azimuth. -/
theorem shift_direction (hT : T.IsHermitian) (θ φ : ℝ) :
    shift T (direction θ φ) = (T 1 1 * sin θ ^ 2 + T 2 2 * cos θ ^ 2)
      + 2 * T 0 2 * sin θ * cos θ * cos φ + (T 0 0 - T 1 1) * sin θ ^ 2 * cos φ ^ 2
      + sin φ * (2 * T 1 2 * sin θ * cos θ + 2 * T 0 1 * sin θ ^ 2 * cos φ) := by
  have h10 : T 1 0 = T 0 1 := by simpa using hT.apply 0 1
  have h20 : T 2 0 = T 0 2 := by simpa using hT.apply 0 2
  have h21 : T 2 1 = T 1 2 := by simpa using hT.apply 1 2
  simp only [shift, direction, Matrix.mulVec, dotProduct, Fin.sum_univ_three,
    Matrix.cons_val_zero, Matrix.cons_val_one, Matrix.cons_val, h10, h20, h21]
  linear_combination T 1 1 * sin θ ^ 2 * Real.sin_sq_add_cos_sq φ

/-- The second moment of the powder pattern of a symmetric traceless tensor is
`(2/15) tr T²`. -/
theorem second_moment (hT : T.IsHermitian) (htr : T.trace = 0) :
    patternMoment 2 T = 2 / 15 * (T * T).trace := by
  have h10 : T 1 0 = T 0 1 := by simpa using hT.apply 0 1
  have h20 : T 2 0 = T 0 2 := by simpa using hT.apply 0 2
  have h21 : T 2 1 = T 1 2 := by simpa using hT.apply 1 2
  have h22 : T 2 2 = -T 0 0 - T 1 1 := by
    rw [Matrix.trace_fin_three] at htr
    linarith
  -- the integral over a full turn of the square of an expression of the shift's form
  have sq : ∀ a b c d e : ℝ, ∫ φ in (0 : ℝ)..2 * π,
      (a + b * cos φ + d * cos φ ^ 2 + sin φ * (c + e * cos φ)) ^ 2
      = 2 * π * (a ^ 2 + c ^ 2 + (b ^ 2 + 2 * a * d + e ^ 2 - c ^ 2) / 2
        + 3 * (d ^ 2 - e ^ 2) / 8) := by
    intro a b c d e
    refine (intervalIntegral.integral_congr fun φ _ => ?_).trans
      ((azimuth_integral (a ^ 2 + c ^ 2) (2 * a * b + 2 * c * e)
        (b ^ 2 + 2 * a * d + e ^ 2 - c ^ 2) (2 * b * d - 2 * c * e) (d ^ 2 - e ^ 2) 0 0
        (2 * a * c) (2 * (a * e + b * c)) (2 * (b * e + d * c)) (2 * d * e) 0 0).trans (by ring))
    linear_combination (c + e * cos φ) ^ 2 * Real.sin_sq_add_cos_sq φ
  obtain ⟨k0, hk0⟩ : ∃ k, k = 2 * π * (3 / 8 * (T 0 0 ^ 2 + T 1 1 ^ 2)
    + T 0 0 * T 1 1 / 4 + T 0 1 ^ 2 / 2) := ⟨_, rfl⟩
  obtain ⟨k1, hk1⟩ : ∃ k, k = 2 * π * (T 2 2 * (T 0 0 + T 1 1)
    + 2 * (T 0 2 ^ 2 + T 1 2 ^ 2)) := ⟨_, rfl⟩
  obtain ⟨k2, hk2⟩ : ∃ k, k = 2 * π * T 2 2 ^ 2 := ⟨_, rfl⟩
  have hφ : ∀ θ : ℝ, ∫ φ in (0 : ℝ)..2 * π, shift T (direction θ φ) ^ 2
      = k0 * (sin θ ^ 2) ^ 3 + (k0 + k1) * (sin θ ^ 2) ^ 2 * cos θ ^ 2
        + (k1 + k2) * sin θ ^ 2 * cos θ ^ 4 + k2 * cos θ ^ 6 := by
    intro θ
    simp only [shift_direction hT, sq]
    have hs := Real.sin_sq_add_cos_sq θ
    calc _ = k0 * sin θ ^ 4 + k1 * sin θ ^ 2 * cos θ ^ 2 + k2 * cos θ ^ 4 := by
          rw [hk0, hk1, hk2]; ring
      _ = _ := by
          linear_combination (-(k0 * sin θ ^ 4 + k1 * sin θ ^ 2 * cos θ ^ 2
            + k2 * cos θ ^ 4)) * hs
  simp only [patternMoment, powderAverage, hφ]
  rw [polar_integral, hk0, hk1, hk2]
  simp only [Matrix.trace_fin_three, Matrix.mul_apply, Fin.sum_univ_three, h10, h20, h21, h22]
  have hπ := Real.pi_ne_zero
  field_simp
  ring

/-- The third moment of the powder pattern of a symmetric traceless tensor is
`(8/35) det T`. -/
theorem third_moment (hT : T.IsHermitian) (htr : T.trace = 0) :
    patternMoment 3 T = 8 / 35 * T.det := by
  have h10 : T 1 0 = T 0 1 := by simpa using hT.apply 0 1
  have h20 : T 2 0 = T 0 2 := by simpa using hT.apply 0 2
  have h21 : T 2 1 = T 1 2 := by simpa using hT.apply 1 2
  have h22 : T 2 2 = -T 0 0 - T 1 1 := by
    rw [Matrix.trace_fin_three] at htr
    linarith
  -- the integral over a full turn of the cube of an expression of the shift's form
  have cube : ∀ a b c d e : ℝ, ∫ φ in (0 : ℝ)..2 * π,
      (a + b * cos φ + d * cos φ ^ 2 + sin φ * (c + e * cos φ)) ^ 3
      = 2 * π * (a ^ 3 + 3 * a * c ^ 2 + (3 * a ^ 2 * d + 3 * a * b ^ 2
        + 3 * (a * (e ^ 2 - c ^ 2) + 2 * b * c * e + d * c ^ 2)) / 2
        + 3 * (3 * a * d ^ 2 + 3 * b ^ 2 * d
        + 3 * (-a * e ^ 2 - 2 * b * c * e + d * (e ^ 2 - c ^ 2))) / 8
        + 5 * (d ^ 3 - 3 * d * e ^ 2) / 16) := by
    intro a b c d e
    refine (intervalIntegral.integral_congr fun φ _ => ?_).trans
      (azimuth_integral (a ^ 3 + 3 * a * c ^ 2)
        (3 * a ^ 2 * b + 3 * (2 * a * c * e + b * c ^ 2))
        (3 * a ^ 2 * d + 3 * a * b ^ 2
          + 3 * (a * (e ^ 2 - c ^ 2) + 2 * b * c * e + d * c ^ 2))
        (b ^ 3 + 6 * a * b * d + 3 * (-2 * a * c * e + b * (e ^ 2 - c ^ 2) + 2 * c * e * d))
        (3 * a * d ^ 2 + 3 * b ^ 2 * d
          + 3 * (-a * e ^ 2 - 2 * b * c * e + d * (e ^ 2 - c ^ 2)))
        (3 * b * d ^ 2 + 3 * (-b * e ^ 2 - 2 * c * e * d)) (d ^ 3 - 3 * d * e ^ 2)
        (3 * a ^ 2 * c + c ^ 3) (3 * (2 * a * b * c + a ^ 2 * e) + 3 * c ^ 2 * e)
        (3 * ((b ^ 2 + 2 * a * d) * c + 2 * a * b * e) + 3 * c * e ^ 2 - c ^ 3)
        (3 * (2 * b * d * c + (b ^ 2 + 2 * a * d) * e) + e ^ 3 - 3 * c ^ 2 * e)
        (3 * (d ^ 2 * c + 2 * b * d * e) - 3 * c * e ^ 2) (3 * d ^ 2 * e - e ^ 3))
    linear_combination (3 * (a + b * cos φ + d * cos φ ^ 2) * (c + e * cos φ) ^ 2
      + sin φ * (c + e * cos φ) ^ 3) * Real.sin_sq_add_cos_sq φ
  have hφ : ∀ θ : ℝ, ∫ φ in (0 : ℝ)..2 * π, shift T (direction θ φ) ^ 3
      = (2 * π * (5 / 16 * (T 0 0 ^ 3 + T 1 1 ^ 3) + 3 / 16 * T 0 0 * T 1 1 * (T 0 0 + T 1 1)
          + 3 / 4 * T 0 1 ^ 2 * (T 0 0 + T 1 1))) * (sin θ ^ 2) ^ 3
        + (2 * π * (3 * T 2 2 * (3 / 8 * (T 0 0 ^ 2 + T 1 1 ^ 2) + T 0 0 * T 1 1 / 4
          + T 0 1 ^ 2 / 2) + 3 / 2 * (T 0 0 * (3 * T 0 2 ^ 2 + T 1 2 ^ 2)
          + T 1 1 * (T 0 2 ^ 2 + 3 * T 1 2 ^ 2) + 4 * T 0 1 * T 0 2 * T 1 2)))
          * (sin θ ^ 2) ^ 2 * cos θ ^ 2
        + (2 * π * (3 / 2 * T 2 2 ^ 2 * (T 0 0 + T 1 1)
          + 6 * T 2 2 * (T 0 2 ^ 2 + T 1 2 ^ 2))) * sin θ ^ 2 * cos θ ^ 4
        + (2 * π * T 2 2 ^ 3) * cos θ ^ 6 := by
    intro θ
    simp only [shift_direction hT, cube]
    ring
  simp only [patternMoment, powderAverage, hφ]
  rw [polar_integral, Matrix.det_fin_three]
  simp only [h10, h20, h21, h22]
  have hπ := Real.pi_ne_zero
  field_simp
  ring

/-- The characteristic polynomial of a symmetric traceless shift tensor, written in terms of
the second and third moments of its powder pattern. -/
theorem principal_cubic (hT : T.IsHermitian) (htr : T.trace = 0) :
    T.charpoly = X ^ 3 - C (15 / 4 * patternMoment 2 T) * X
      - C (35 / 8 * patternMoment 3 T) := by
  have h10 : T 1 0 = T 0 1 := by simpa using hT.apply 0 1
  have h20 : T 2 0 = T 0 2 := by simpa using hT.apply 0 2
  have h21 : T 2 1 = T 1 2 := by simpa using hT.apply 1 2
  have h22 : T 2 2 = -T 0 0 - T 1 1 := by
    rw [Matrix.trace_fin_three] at htr
    linarith
  have e2 : 15 / 4 * patternMoment 2 T = T 0 0 ^ 2 + T 0 0 * T 1 1 + T 1 1 ^ 2
      + T 0 1 ^ 2 + T 0 2 ^ 2 + T 1 2 ^ 2 := by
    rw [second_moment hT htr]
    simp only [Matrix.trace_fin_three, Matrix.mul_apply, Fin.sum_univ_three, h10, h20, h21, h22]
    ring
  have e3 : 35 / 8 * patternMoment 3 T = T.det := by
    rw [third_moment hT htr]
    ring
  rw [e2, e3, Matrix.charpoly, Matrix.det_fin_three, Matrix.det_fin_three]
  simp only [Matrix.charmatrix_apply, Matrix.diagonal_apply, Fin.reduceEq, ↓reduceIte,
    h10, h20, h21, h22, map_add, map_sub, map_mul, map_neg, map_pow]
  ring

/-- Two symmetric traceless shift tensors have powder patterns with equal second and third
moments exactly when their ordered principal components agree. -/
theorem moments_eq_iff_eigenvalues_eq (hT : T.IsHermitian) (hT' : T'.IsHermitian)
    (htr : T.trace = 0) (htr' : T'.trace = 0) :
    (patternMoment 2 T = patternMoment 2 T' ∧ patternMoment 3 T = patternMoment 3 T')
      ↔ hT.eigenvalues = hT'.eigenvalues := by
  rw [Matrix.IsHermitian.eigenvalues_eq_eigenvalues_iff hT hT',
    principal_cubic hT htr, principal_cubic hT' htr']
  constructor
  · rintro ⟨h2, h3⟩
    rw [h2, h3]
  · intro h
    -- the values of the cubic at 0 and 1 give back the two moments
    have h0 := congrArg (Polynomial.eval 0) h
    have h1 := congrArg (Polynomial.eval 1) h
    simp only [Polynomial.eval_sub, Polynomial.eval_mul, Polynomial.eval_pow,
      Polynomial.eval_X, Polynomial.eval_C] at h0 h1
    constructor <;> linarith

/-- The second moment alone does not suffice: the axial tensor `diag(1, 1, -2)` and its negative
share it, but their characteristic polynomials differ. -/
theorem second_moment_not_enough :
    let A : Matrix (Fin 3) (Fin 3) ℝ := !![1, 0, 0; 0, 1, 0; 0, 0, -2]
    patternMoment 2 A = patternMoment 2 (-A) ∧ A.charpoly ≠ (-A).charpoly := by
  intro A
  constructor
  · simp only [patternMoment, shift, Matrix.neg_mulVec, dotProduct_neg, neg_sq]
  · intro h
    have hd : A.det = (-A).det := by
      rw [Matrix.det_eq_sign_charpoly_coeff, Matrix.det_eq_sign_charpoly_coeff, h]
    have hA : A.det = -2 := by simp [A, Matrix.det_fin_three]
    rw [Matrix.det_neg A, Fintype.card_fin, hA] at hd
    norm_num at hd

end

end PowderThirdMoment
```

```lean
#print axioms PowderThirdMoment.moments_eq_iff_eigenvalues_eq
#print axioms PowderThirdMoment.second_moment_not_enough
```

```
'PowderThirdMoment.moments_eq_iff_eigenvalues_eq' depends on axioms: [propext, Classical.choice, Quot.sound]
'PowderThirdMoment.second_moment_not_enough' depends on axioms: [propext, Classical.choice, Quot.sound]
```

## From the angular integrals to the eigenvalues

`azimuth_integral` integrates a general trigonometric polynomial of degree six over a full turn. It supplies an explicit primitive, checks its derivative using \(\sin^2\varphi+\cos^2\varphi=1\), and subtracts the endpoint values. The surviving coefficients \(1,\tfrac12,\tfrac38,\tfrac5{16}\) are the averages of the even powers of cosine. `polar_integral` does the same for \(\theta\); its values are twice the polar averages above, because the factor \(\tfrac12\) comes from \(2\pi/(4\pi)\).

`shift_direction` expands the shift in powers of \(\cos\varphi\), with at most one factor of \(\sin\varphi\). Inside the moment theorems, `sq` and `cube` expand its powers in that form and apply the azimuthal integral. The squared shift has degree four in \(\sin\theta\) and \(\cos\theta\), so it is multiplied by \(\sin^2\theta+\cos^2\theta\) to fit the degree-six polar formula. Where the derivation above used trace identities, the file substitutes \(T_{22}=-T_{00}-T_{11}\) and compares both sides as polynomials in the matrix entries with `field_simp` and `ring`.

`principal_cubic` expands the \(3\times3\) characteristic determinant and inserts the moments. For the equivalence, Mathlib's `eigenvalues_eq_eigenvalues_iff` replaces equality of eigenvalues by equality of characteristic polynomials. One direction is then substitution. In the other, evaluating the cubics at 0 recovers \(M_3\), and evaluating them at 1 then gives \(M_2\).

In the counterexample, changing the sign of the tensor leaves the squared shift unchanged, while the determinants are \(-2\) and \(2\), so the characteristic polynomials cannot agree.
